# Length and velocity forms can agree for an inexact hydrogen p function

Atomic units are used throughout, with a fixed nucleus of charge 1 and no spin or relativistic terms. The Hamiltonian is H = −½∇² − 1/r, and r, θ are the usual spherical coordinates, so that z = r cos θ.

```lean
import Mathlib

open MeasureTheory Set

namespace HydrogenTrialGauge

noncomputable section
```

The s trial function is S(r) = exp(−ar), with a real exponent a.

```lean
/-- Radial part of the s trial function `exp(-ar)`. -/
def sRadial (a r : ℝ) : ℝ := Real.exp (-(a * r))
```

The p trial function is z exp(−br) = P(r) cos θ, with a real exponent b and P(r) = r exp(−br). Neither function is normalised. The theorems on energies and matrix elements take a and b to be positive, which makes both functions normalisable.

```lean
/-- Radial part of the p trial function `z exp(-br)`, with `z = r cos θ`. -/
def pRadial (b r : ℝ) : ℝ := r * Real.exp (-(b * r))
```

The energy of a radial function R with angular momentum l is the expectation value of H divided by the norm:

E = ∫₀^∞ [½(r²R′² + l(l+1)R²) − rR²] dr / ∫₀^∞ r²R² dr

The kinetic energy is written with squared first derivatives, which for these functions equals the usual form after integration by parts. The angular factors cancel in the quotient. In Lean, `Ioi (0 : ℝ)` is the half-line r > 0 and `deriv` is the actual derivative.

```lean
/-- Energy expectation value (atomic units) of the hydrogen Hamiltonian for a radial
function `R` with angular momentum `l`. -/
def energy (l : ℕ) (R : ℝ → ℝ) : ℝ :=
  (∫ r in Ioi (0 : ℝ),
    ((r ^ 2 * (deriv R r) ^ 2 + l * (l + 1) * (R r) ^ 2) / 2 - r * (R r) ^ 2)) /
  (∫ r in Ioi (0 : ℝ), r ^ 2 * (R r) ^ 2)
```

The matrix elements of z and d/dz between the p and s functions, written ⟨p|z|s⟩ and ⟨p|d/dz|s⟩, both contain the angular integral of cos²θ, which is 4π/3. This angular integration is built into the definitions; the theorems concern the radial integrals that remain.

```lean
/-- Matrix element of `z` between `P(r) cos θ` and `S(r)`; the angular integral is `4π/3`. -/
def lengthElement (P S : ℝ → ℝ) : ℝ :=
  4 * Real.pi / 3 * ∫ r in Ioi (0 : ℝ), r ^ 2 * (P r * r * S r)
```

For d/dz the second cosine comes from dS/dz = S′(r) cos θ.

```lean
/-- Matrix element of `d/dz` between `P(r) cos θ` and `S(r)`, where `dS/dz = S'(r) cos θ`. -/
def velocityElement (P S : ℝ → ℝ) : ℝ :=
  4 * Real.pi / 3 * ∫ r in Ioi (0 : ℝ), r ^ 2 * (P r * deriv S r)
```

The commutator [H, z] = −d/dz gives, for exact eigenfunctions with energies E_p and E_s,

⟨p|d/dz|s⟩ = −(E_p − E_s)⟨p|z|s⟩

For trial functions this is a condition that may or may not hold. `FormsAgree` is this equation with the trial energies inserted. Normalising the functions multiplies both sides by the same factor, so it does not affect the condition.

```lean
/-- The length and velocity forms agree: the element of `d/dz` equals minus the
energy difference times the element of `z`. -/
def FormsAgree (P S : ℝ → ℝ) : Prop :=
  velocityElement P S = -(energy 1 P - energy 0 S) * lengthElement P S
```

## (a) Moments of a decaying exponential

Show that for c > 0 and n = 0, 1, 2, …

∫₀^∞ rⁿ exp(−cr) dr = n!/cⁿ⁺¹

**Solution.** Substitute t = cr. The integral becomes c^(−(n+1)) ∫₀^∞ tⁿ exp(−t) dt, and the remaining integral is Γ(n+1) = n!.

The proof takes the Gamma integral from Mathlib, where the power is real, and converts it to a natural-number power.

```lean
/-- The radial moment of order `n` of a decaying exponential is `n! / c^(n+1)`. -/
theorem radial_moment (n : ℕ) {c : ℝ} (hc : 0 < c) :
    ∫ r in Ioi (0 : ℝ), r ^ n * Real.exp (-(c * r)) = n.factorial / c ^ (n + 1) := by
  have h := Real.integral_rpow_mul_exp_neg_mul_Ioi (a := (n : ℝ) + 1) (r := c)
    (by positivity) hc
  rw [Real.Gamma_nat_eq_factorial] at h
  simp only [add_sub_cancel_right, Real.rpow_natCast] at h
  have e : (1 / c) ^ ((n : ℝ) + 1) = (1 / c) ^ (n + 1) := by
    exact_mod_cast Real.rpow_natCast (1 / c) (n + 1)
  rw [h, e, one_div, inv_pow, div_eq_mul_inv]
  exact mul_comm _ _
```

## (b) A polynomial times two exponentials

Let a, b > 0 and f(r) = (Ar + Br² + Cr³ + Dr⁴) exp(−ar) exp(−br), with real coefficients A, B, C, D. Show that

∫₀^∞ f(r) dr = A/(a+b)² + 2B/(a+b)³ + 6C/(a+b)⁴ + 24D/(a+b)⁵

**Solution.** The exponentials combine to exp(−(a+b)r). Integrate term by term and use (a) with c = a + b and n = 1, 2, 3, 4; the factorials are 1, 2, 6, 24.

Splitting the integral requires each term to be integrable. Lean assigns the value 0 to the integral of a non-integrable function, whereas (a) gives every moment a positive value, so every moment is integrable (`I` in the proof). The hypothesis `hf` accepts any function that can be rewritten in the stated form, which reduces each later integral to an algebraic identity.

```lean
/-- Radial integral of a quartic polynomial without constant term times the product of
two decaying exponentials. -/
theorem radial_integral {a b : ℝ} (ha : 0 < a) (hb : 0 < b) (A B C D : ℝ) {f : ℝ → ℝ}
    (hf : ∀ r, f r = (A * r + B * r ^ 2 + C * r ^ 3 + D * r ^ 4) *
      (Real.exp (-(a * r)) * Real.exp (-(b * r)))) :
    ∫ r in Ioi (0 : ℝ), f r =
      A / (a + b) ^ 2 + 2 * B / (a + b) ^ 3 + 6 * C / (a + b) ^ 4 + 24 * D / (a + b) ^ 5 := by
  have hc : 0 < a + b := add_pos ha hb
  -- every moment is integrable, since its integral is not zero
  have I : ∀ (k : ℕ) (K : ℝ), Integrable
      (fun r : ℝ => K * (r ^ k * Real.exp (-((a + b) * r)))) (volume.restrict (Ioi 0)) := by
    intro k K
    refine Integrable.const_mul ?_ K
    by_contra h
    have h0 := integral_undef h
    rw [radial_moment k hc] at h0
    have h1 : (0 : ℝ) < k.factorial / (a + b) ^ (k + 1) := by positivity
    linarith
  have J : ∀ (k : ℕ) (K : ℝ), ∫ r in Ioi (0 : ℝ), K * (r ^ k * Real.exp (-((a + b) * r))) =
      K * (k.factorial / (a + b) ^ (k + 1)) := by
    intro k K
    rw [integral_const_mul, radial_moment k hc]
  have e : f = fun r => A * (r ^ 1 * Real.exp (-((a + b) * r))) +
      B * (r ^ 2 * Real.exp (-((a + b) * r))) + C * (r ^ 3 * Real.exp (-((a + b) * r))) +
      D * (r ^ 4 * Real.exp (-((a + b) * r))) := by
    funext r
    rw [hf r, show -((a + b) * r) = -(a * r) + -(b * r) by ring, Real.exp_add]
    ring
  have h2 : Integrable (fun r : ℝ => A * (r ^ 1 * Real.exp (-((a + b) * r))) +
      B * (r ^ 2 * Real.exp (-((a + b) * r)))) (volume.restrict (Ioi 0)) :=
    (I 1 A).add (I 2 B)
  have h3 : Integrable (fun r : ℝ => A * (r ^ 1 * Real.exp (-((a + b) * r))) +
      B * (r ^ 2 * Real.exp (-((a + b) * r))) + C * (r ^ 3 * Real.exp (-((a + b) * r))))
      (volume.restrict (Ioi 0)) := h2.add (I 3 C)
  rw [e, integral_add h3 (I 4 D), integral_add h2 (I 3 C), integral_add (I 1 A) (I 2 B),
    J, J, J, J]
  simp only [Nat.factorial]
  push_cast
  ring
```

## (c) The derivative of the s function

Show that for all real a and r

S′(r) = −a exp(−ar)

**Solution.** This is the chain rule applied to the exponent −ar, whose derivative is −a.

`HasDerivAt` says that S is differentiable at r with this derivative. The later proofs use it to replace `deriv` in the definitions.

```lean
/-- The radial derivative of `exp(-ar)` is `-a exp(-ar)`. -/
theorem hasDerivAt_sRadial (a r : ℝ) :
    HasDerivAt (sRadial a) (-a * Real.exp (-(a * r))) r := by
  have h := (((hasDerivAt_id' r).const_mul a).fun_neg).exp
  exact h.congr_deriv (by ring)
```

## (d) The s energy

Show that for a > 0

E_s = a²/2 − a

**Solution.** With l = 0 and (c), the integrand of the numerator is (a²r²/2 − r) exp(−2ar). By (b), with both exponents equal to a,

numerator = −1/(2a)² + a²/(2a)³ = −1/(4a²) + 1/(8a)

denominator = 2/(2a)³ = 1/(4a³)

The quotient is a²/2 − a. Its minimum, −1/2 at a = 1, is the exact ground-state energy.

The proof calls `radial_integral` twice with these coefficients, and `field_simp` and `ring` simplify the quotient.

```lean
/-- For `a > 0`, the energy of the s trial function is `a²/2 - a`. -/
theorem energy_s {a : ℝ} (ha : 0 < a) : energy 0 (sRadial a) = a ^ 2 / 2 - a := by
  rw [energy, radial_integral ha ha (-1) (a ^ 2 / 2) 0 0, radial_integral ha ha 0 1 0 0]
  · rw [← two_mul]
    simp only [mul_zero, zero_div, add_zero, zero_add]
    field_simp
    ring
  · intro r
    simp only [sRadial]
    ring
  · intro r
    simp only [(hasDerivAt_sRadial a r).deriv, sRadial]
    push_cast
    ring
```

## (e) The p energy

Show that for b > 0

E_p = b²/2 − b/2

**Solution.** The product rule gives P′(r) = (1 − br) exp(−br). With l = 1 the polynomial in the numerator is

½[r²(1 − br)² + 2r²] − r³ = (3/2)r² − (b+1)r³ + (b²/2)r⁴

Multiplied by exp(−2br) and integrated with (b), it gives

numerator = 3/(8b³) − 3(b+1)/(8b⁴) + 3/(8b³) = 3/(8b³) − 3/(8b⁴)

denominator = 24/(2b)⁵ = 3/(4b⁵)

The quotient is b²/2 − b/2. Its minimum, −1/8 at b = 1/2, is the exact 2p energy.

In the proof, `hd` is the product rule, and the arguments of `radial_integral` are the polynomial coefficients above.

```lean
/-- For `b > 0`, the energy of the p trial function is `b²/2 - b/2`. -/
theorem energy_p {b : ℝ} (hb : 0 < b) : energy 1 (pRadial b) = b ^ 2 / 2 - b / 2 := by
  have hd : ∀ r, deriv (pRadial b) r = (1 - b * r) * Real.exp (-(b * r)) := by
    intro r
    have h := (hasDerivAt_id' r).fun_mul (hasDerivAt_sRadial b r)
    have h' : HasDerivAt (pRadial b) ((1 - b * r) * Real.exp (-(b * r))) r :=
      h.congr_deriv (by simp only [sRadial]; ring)
    exact h'.deriv
  rw [energy, radial_integral hb hb 0 (3 / 2) (-(b + 1)) (b ^ 2 / 2),
    radial_integral hb hb 0 0 0 1]
  · rw [← two_mul]
    simp only [mul_zero, zero_div, add_zero, zero_add]
    field_simp
    ring
  · intro r
    simp only [pRadial]
    ring
  · intro r
    simp only [hd, pRadial]
    push_cast
    ring
```

## (f) The elements of z and d/dz

Show that for a, b > 0

⟨p|z|s⟩ = 32π/(a+b)⁵

⟨p|d/dz|s⟩ = −8πa/(a+b)⁴

**Solution.** The radial integrands are r⁴ exp(−(a+b)r) and −ar³ exp(−(a+b)r). By (b) their integrals are 24/(a+b)⁵ and −6a/(a+b)⁴. Multiply each by 4π/3.

The squared norms of the s and p functions are π/a³ and π/b⁵. Between normalised functions the elements are therefore 32a^(3/2)b^(5/2)/(a+b)⁵ and −8a^(5/2)b^(5/2)/(a+b)⁴.

The two halves of the proof treat the two unnormalised elements, each with a single nonzero coefficient in `radial_integral`.

```lean
/-- Closed forms of the `z` and `d/dz` elements between the two unnormalised trial functions, for
positive exponents. -/
theorem dipole_elements {a b : ℝ} (ha : 0 < a) (hb : 0 < b) :
    lengthElement (pRadial b) (sRadial a) = 32 * Real.pi / (a + b) ^ 5 ∧
    velocityElement (pRadial b) (sRadial a) = -(8 * Real.pi * a / (a + b) ^ 4) := by
  constructor
  · rw [lengthElement, radial_integral ha hb 0 0 0 1]
    · ring
    · intro r
      simp only [pRadial, sRadial]
      ring
  · rw [velocityElement, radial_integral ha hb 0 0 (-a) 0]
    · ring
    · intro r
      simp only [(hasDerivAt_sRadial a r).deriv, pRadial]
      ring
```

## (g) The ratio of the two elements

Show that for a, b > 0 the z element is positive and

⟨p|d/dz|s⟩ / ⟨p|z|s⟩ = −a(a+b)/4

**Solution.** Positivity is clear from (f). Dividing the two results there, π and four powers of a + b cancel, and 8/32 = 1/4 remains. The norms cancel too, so normalised functions have the same ratio.

The proof inserts (f); `positivity` gives the sign, and `field_simp` and `ring` do the cancellation.

```lean
/-- For positive exponents, the `z` element is positive, and the ratio of the `d/dz` element to it
is `-a(a+b)/4`. -/
theorem velocity_div_length {a b : ℝ} (ha : 0 < a) (hb : 0 < b) :
    0 < lengthElement (pRadial b) (sRadial a) ∧
    velocityElement (pRadial b) (sRadial a) / lengthElement (pRadial b) (sRadial a) =
      -(a * (a + b) / 4) := by
  obtain ⟨hl, hv⟩ := dipole_elements ha hb
  have hc : a + b ≠ 0 := (add_pos ha hb).ne'
  have hpi : Real.pi ≠ 0 := Real.pi_ne_zero
  rw [hl, hv]
  refine ⟨by positivity, ?_⟩
  field_simp
  ring
```

## (h) The condition for agreement

Show that for a, b > 0 the length and velocity forms agree if and only if

a(a+b)/4 = (b²/2 − b/2) − (a²/2 − a)

**Solution.** Divide the agreement condition by the z element, which is not zero. The left side becomes the ratio from (g), and the right side becomes −(E_p − E_s). Insert the energies from (d) and (e) and change the sign of both sides.

In the proof, `mul_left_inj'` is the division by the z element.

```lean
/-- For any positive exponents, the two forms agree exactly when `a(a+b)/4` equals the
difference of the trial energies. -/
theorem formsAgree_iff {a b : ℝ} (ha : 0 < a) (hb : 0 < b) :
    FormsAgree (pRadial b) (sRadial a) ↔
      a * (a + b) / 4 = (b ^ 2 / 2 - b / 2) - (a ^ 2 / 2 - a) := by
  obtain ⟨hpos, hr⟩ := velocity_div_length ha hb
  rw [div_eq_iff hpos.ne'] at hr
  -- divide the common, nonzero `z` element out of the condition
  rw [FormsAgree, hr, energy_p hb, energy_s ha, mul_left_inj' hpos.ne']
  constructor <;> intro h <;> linarith
```

## (i) The exact s function

Let a = 1, so that the s function is the exact ground state. Show that for b > 0 the forms agree if and only if

b = 1/2 or b = 1

**Solution.** Condition (h) reads (1 + b)/4 = b²/2 − b/2 + 1/2. Multiplying by 4 and collecting terms gives

2b² − 3b + 1 = (2b − 1)(b − 1) = 0

The root b = 1/2 is the exact 2p function. At b = 1 the p function is not an eigenfunction: its energy is 0 instead of −1/8, and the normalised z element is 1 instead of about 0.745. Agreement between the two forms is a common check on computed transition strengths; in this one-electron model with one exponent per state, an inexact p function passes it.

The `linear_combination` step produces the factorised equation, up to a factor of 2, and `norm_num` checks both roots in the other direction.

```lean
/-- For the s exponent `a = 1` and any positive p exponent, the two forms agree if and only if the p
exponent is `1/2` or `1`. -/
theorem formsAgree_one_iff {b : ℝ} (hb : 0 < b) :
    FormsAgree (pRadial b) (sRadial 1) ↔ b = 1 / 2 ∨ b = 1 := by
  rw [formsAgree_iff one_pos hb]
  constructor
  · intro h
    have h0 : (b - 1 / 2) * (b - 1) = 0 := by linear_combination (-2) * h
    rcases mul_eq_zero.mp h0 with h1 | h1
    · left; linarith
    · right; linarith
  · rintro (h | h) <;> rw [h] <;> norm_num
```

The outcome depends on which energy difference enters the definition of agreement. With the exact transition energy 3/8 in place of the trial energies, the ratio in (g) would give the condition a(a+b) = 3/2. For a = 1 this leaves only b = 1/2, and the root b = 1 disappears. Inexact pairs would still pass elsewhere, for example a = 1/2 with b = 5/2. This variant is a side calculation and is not among the theorems of the file.

The equivalence in (i) fails without the hypothesis b > 0. Take b = −1: the p function grows as r exp(r), and the radial integrands of the two elements become r⁴ and −r³. Neither is integrable, so by the convention mentioned in (b) both elements are 0 in Lean. `FormsAgree` then reads 0 = 0 and holds, although b is neither 1/2 nor 1.

## (j) The exact p exponent

Let b = 1/2, so that the p function is the exact 2p function. Show that for a > 0 the forms agree if and only if

a = 1 or a = 1/6

**Solution.** Condition (h) reads a(a + 1/2)/4 = −1/8 − a²/2 + a. Multiplying by 8 and collecting terms gives

6a² − 7a + 1 = (6a − 1)(a − 1) = 0

At a = 1/6 the s function is far too diffuse: its energy is −11/72 instead of −1/2. Both sides of (h) then equal 1/36, whereas the exact transition energy is 3/8.

The proof has the same structure as in (i), with the factorisation (a − 1)(a − 1/6) = 0.

```lean
/-- For the p exponent `b = 1/2` and any positive s exponent, the two forms agree if and only if the
s exponent is `1` or `1/6`. -/
theorem formsAgree_half_iff {a : ℝ} (ha : 0 < a) :
    FormsAgree (pRadial (1 / 2)) (sRadial a) ↔ a = 1 ∨ a = 1 / 6 := by
  rw [formsAgree_iff ha (by norm_num)]
  constructor
  · intro h
    have h0 : (a - 1) * (a - 1 / 6) = 0 := by linear_combination (4 / 3) * h
    rcases mul_eq_zero.mp h0 with h1 | h1
    · left; linarith
    · right; linarith
  · rintro (h | h) <;> rw [h] <;> norm_num

end

end HydrogenTrialGauge
```

```lean
#print axioms HydrogenTrialGauge.formsAgree_one_iff
-- 'HydrogenTrialGauge.formsAgree_one_iff' depends on axioms: [propext, Classical.choice, Quot.sound]
#print axioms HydrogenTrialGauge.formsAgree_half_iff
-- 'HydrogenTrialGauge.formsAgree_half_iff' depends on axioms: [propext, Classical.choice, Quot.sound]
```
